# A bound on basis-cutoff error from discarded kinetic energy, for a bounded potential

Let $H=T+V$ be symmetric with $V$ bounded, and let $\psi$ be a normalised ground state of energy $E$. An orthogonal projector $P$ keeps part of the state space and discards $q=\psi-P\psi$. Write $w=\|q\|^2$ and $\tau=\mathrm{Re}\langle q,Tq\rangle$. If $w<1$, the Rayleigh quotient $R(P\psi)=\langle P\psi,HP\psi\rangle/\|P\psi\|^2$ satisfies

$$0\le R(P\psi)-E=\frac{\langle q,(H-E)q\rangle}{1-w}\le\frac{\tau+(\|V\|+|E|)\,w}{1-w}.$$

If every discarded state has kinetic energy at least $K>\tau$ per unit squared norm, a lowest energy attained in the truncated basis exceeds $E$ by at most $\tau(K+\|V\|+|E|)/(K-\tau)$. For plane waves in a fixed, smooth periodic potential, this ties the cutoff error to the kinetic energy beyond the cutoff.

## A common domain for $T$, $V$ and $P$

The space `S` is a complex inner-product space that all three operators map into itself. It need not be complete, so $T$ may be unbounded. For plane waves in a periodic box, the smooth periodic functions serve as `S` if the potential is smooth and periodic. A bounded potential with jumps is not covered in this way, since $V\psi$ can leave the domain of $T$.

```lean
import Mathlib

open Matrix

namespace KineticCutoffError

noncomputable section

variable {S : Type*} [NormedAddCommGroup S] [InnerProductSpace ℂ S]

/-- The Hamiltonian `T + V`, with a kinetic energy `T` that may be unbounded and a bounded
potential `V`. -/
def hamiltonian (T : S →ₗ[ℂ] S) (V : S →L[ℂ] S) : S →ₗ[ℂ] S := T + (V : S →ₗ[ℂ] S)
```

`expect` takes a real part because only the sum $T+V$ is assumed symmetric. It does not normalise; `rayleigh` does.

```lean
/-- The real part of `⟨x, A x⟩`. -/
def expect (A : S →ₗ[ℂ] S) (x : S) : ℝ := (inner ℂ x (A x)).re

/-- The real part of the Rayleigh quotient `⟨x, A x⟩ / ⟨x, x⟩` of a nonzero vector `x`. -/
def rayleigh (A : S →ₗ[ℂ] S) (x : S) : ℝ := expect A x / ‖x‖ ^ 2
```

The next three structures state what a projector, a ground state and a truncated-basis ground state are. The last assumes that a minimiser $\varphi$ exists.

```lean
/-- An orthogonal projector: a symmetric and idempotent operator. -/
structure IsProjector (P : S →ₗ[ℂ] S) : Prop where
  idem : ∀ x, P (P x) = P x
  symm : P.IsSymmetric

/-- `ψ` is a normalised eigenvector of `H` whose energy `E` is the lowest possible. -/
structure IsGroundState (H : S →ₗ[ℂ] S) (ψ : S) (E : ℝ) : Prop where
  unit : ‖ψ‖ = 1
  eigen : H ψ = (E : ℂ) • ψ
  lowest : ∀ x, E * ‖x‖ ^ 2 ≤ expect H x

/-- `φ` minimises the Rayleigh quotient of `H` among the nonzero vectors kept by `P`. -/
structure IsBasisGroundState (H P : S →ₗ[ℂ] S) (φ : S) : Prop where
  ne_zero : φ ≠ 0
  mem : P φ = φ
  minimal : ∀ x, x ≠ 0 → P x = x → rayleigh H φ ≤ rayleigh H x

/-- The squared norm is the inner product of a vector with itself. -/
lemma norm_sq_eq (x : S) : ‖x‖ ^ 2 = (inner ℂ x x).re :=
  (inner_self_eq_norm_sq (𝕜 := ℂ) x).symm
```

## $P$ is an orthogonal projector

Physically, kept and discarded states are orthogonal. Symmetry and $P^2=P$ give $\langle P\psi,\psi\rangle=\langle P\psi,P\psi\rangle$, so

$$\|q\|^2=\|\psi\|^2-2\|P\psi\|^2+\|P\psi\|^2=\|\psi\|^2-\|P\psi\|^2.$$

In the proof, `h1` and `h2` are the two cross terms. For an oblique projector the kept weight need not be $1-w$.

```lean
/-- Pythagoras: an orthogonal projector removes exactly the squared norm of the residual. -/
theorem norm_sq_projection {P : S →ₗ[ℂ] S} (hP : IsProjector P) (ψ : S) :
    ‖P ψ‖ ^ 2 = ‖ψ‖ ^ 2 - ‖ψ - P ψ‖ ^ 2 := by
  have h1 : inner ℂ (P ψ) ψ = inner ℂ (P ψ) (P ψ) := by
    have h := hP.symm (P ψ) ψ
    rwa [hP.idem] at h
  have h2 : inner ℂ ψ (P ψ) = inner ℂ (P ψ) (P ψ) := by
    rw [← h1]
    exact (hP.symm ψ ψ).symm
  rw [norm_sq_eq (P ψ), norm_sq_eq ψ, norm_sq_eq (ψ - P ψ)]
  simp only [inner_sub_left, inner_sub_right, Complex.sub_re, h1, h2]
  ring
```

## $H$ is symmetric and $\psi$ is an exact eigenvector

Since $(H-E)\psi=0$,

$$\langle\psi-q,(H-E)(\psi-q)\rangle=\langle q,(H-E)q\rangle-\langle\psi,(H-E)q\rangle,$$

and symmetry turns the last term into $\langle(H-E)\psi,q\rangle=0$. This is `h1` below. Without either property, an error linear in $q$ can survive.

Orthogonality of $P\psi$ and $q$ does not make $\langle P\psi,Hq\rangle$ vanish. Dropping that coupling gives the false relation $\langle P\psi,HP\psi\rangle=E-\langle q,Hq\rangle$.

```lean
/-- For symmetric `H` with `H ψ = E ψ`, removing `q` from `ψ` changes the expectation value
of `H - E` only at second order in `q`. -/
theorem energy_of_removed_part {H : S →ₗ[ℂ] S} (hH : H.IsSymmetric) {ψ : S} {E : ℝ}
    (hE : H ψ = (E : ℂ) • ψ) (q : S) :
    expect H (ψ - q) - E * ‖ψ - q‖ ^ 2 = expect H q - E * ‖q‖ ^ 2 := by
  -- symmetry lets `H` act on the eigenvector
  have h1 : inner ℂ ψ (H q) = (E : ℂ) * inner ℂ ψ q := by
    rw [← hH ψ q, hE, inner_smul_left, Complex.conj_ofReal]
  unfold expect
  rw [norm_sq_eq (ψ - q), norm_sq_eq q]
  simp only [map_sub, inner_sub_left, inner_sub_right, hE, inner_smul_right, h1,
    Complex.sub_re, Complex.re_ofReal_mul]
  ring
```

## Some of the state is kept: $\|q\|<1$

With $\|\psi\|=1$, Pythagoras gives $\|P\psi\|^2=1-w>0$. Dividing the previous identity by it yields the exact excess; `hpos` licenses the division. At $\|q\|=1$ the projected state is zero and has no energy.

```lean
/-- Exact cutoff error: for symmetric `H`, an orthogonal projector `P`, a unit eigenvector `ψ` with
eigenvalue `E` and a residual `q = ψ - P ψ` of norm below one, the Rayleigh quotient of `P ψ`
exceeds `E` by `⟨q, (H - E) q⟩ / (1 - ‖q‖²)`. -/
theorem rayleigh_excess {H P : S →ₗ[ℂ] S} (hH : H.IsSymmetric) (hP : IsProjector P)
    {ψ : S} {E : ℝ} (hψ : ‖ψ‖ = 1) (hE : H ψ = (E : ℂ) • ψ) (hq : ‖ψ - P ψ‖ < 1) :
    rayleigh H (P ψ) - E =
      (expect H (ψ - P ψ) - E * ‖ψ - P ψ‖ ^ 2) / (1 - ‖ψ - P ψ‖ ^ 2) := by
  have hn := norm_sq_projection hP ψ
  rw [hψ, one_pow] at hn
  have hpos : 0 < 1 - ‖ψ - P ψ‖ ^ 2 := by nlinarith [norm_nonneg (ψ - P ψ)]
  have h := energy_of_removed_part hH hE (ψ - P ψ)
  rw [sub_sub_cancel, hn] at h
  unfold rayleigh
  rw [hn, eq_div_iff hpos.ne', sub_mul, div_mul_cancel₀ _ hpos.ne']
  exact h
```

## $E$ is lowest and $V$ is bounded

Minimality gives $\langle q,(H-E)q\rangle\ge0$, through `hg.lowest`. For an excited state the excess can be negative.

Boundedness and Cauchy–Schwarz give $\mathrm{Re}\langle q,Vq\rangle\le\|q\|\,\|Vq\|\le\|V\|w$, which is `hV`; also $-Ew\le|E|w$. Adding $\tau$ and dividing by $1-w$ gives the upper bound. A bare Coulomb potential has no finite $\|V\|$, so it is not covered.

```lean
/-- Cutoff error bound: for symmetric `T + V` with `V` bounded, a normalised ground state `ψ` of
energy `E`, an orthogonal projector `P` and a residual `q = ψ - P ψ` of norm below one, the energy
excess of `P ψ` is nonnegative and at most `(Re ⟨q, T q⟩ + (‖V‖ + |E|) ‖q‖²) / (1 - ‖q‖²)`. -/
theorem cutoff_error_bound {T P : S →ₗ[ℂ] S} {V : S →L[ℂ] S}
    (hH : (hamiltonian T V).IsSymmetric) (hP : IsProjector P) {ψ : S} {E : ℝ}
    (hg : IsGroundState (hamiltonian T V) ψ E) (hq : ‖ψ - P ψ‖ < 1) :
    0 ≤ rayleigh (hamiltonian T V) (P ψ) - E ∧
    rayleigh (hamiltonian T V) (P ψ) - E ≤
      (expect T (ψ - P ψ) + (‖V‖ + |E|) * ‖ψ - P ψ‖ ^ 2) / (1 - ‖ψ - P ψ‖ ^ 2) := by
  rw [rayleigh_excess hH hP hg.unit hg.eigen hq]
  have hpos : 0 < 1 - ‖ψ - P ψ‖ ^ 2 := by nlinarith [norm_nonneg (ψ - P ψ)]
  refine ⟨div_nonneg (sub_nonneg.2 (hg.lowest _)) hpos.le, ?_⟩
  generalize ψ - P ψ = q at hpos ⊢
  have hsplit : expect (hamiltonian T V) q = expect T q + (inner ℂ q (V q)).re := by
    simp [expect, hamiltonian]
  -- Cauchy-Schwarz and the operator norm control the potential energy
  have hV : (inner ℂ q (V q)).re ≤ ‖V‖ * ‖q‖ ^ 2 :=
    calc (inner ℂ q (V q)).re ≤ ‖inner ℂ q (V q)‖ :=
          (le_abs_self _).trans (Complex.abs_re_le_norm _)
      _ ≤ ‖q‖ * ‖V q‖ := norm_inner_le_norm _ _
      _ ≤ ‖q‖ * (‖V‖ * ‖q‖) :=
          mul_le_mul_of_nonneg_left (V.le_opNorm q) (norm_nonneg q)
      _ = ‖V‖ * ‖q‖ ^ 2 := by ring
  have hE : -E * ‖q‖ ^ 2 ≤ |E| * ‖q‖ ^ 2 :=
    mul_le_mul_of_nonneg_right (neg_le_abs E) (sq_nonneg _)
  apply div_le_div_of_nonneg_right _ hpos.le
  rw [hsplit]
  linarith
```

## Discarded states have kinetic energy at least $K>\tau$

For plane waves, $K$ stands for the cutoff energy. Since $Pq=0$, the floor gives $Kw\le\tau<K$. As $0\le w\le1$, this forces $K>0$, and then $w\le\tau/K<1$. So $P\psi$ is a nonzero trial state, and $R(\varphi)\le R(P\psi)$.

Put $c=\|V\|+|E|$. The bound $(\tau+cw)/(1-w)$ does not decrease as $w$ grows, so inserting $w=\tau/K$ gives $\tau(K+c)/(K-\tau)$. Lean cross-multiplies instead; the difference of the two sides is $(\tau-Kw)(\tau+c)\ge0$, the product supplied to the final `nlinarith`. The lower bound is `hg.lowest φ` divided by $\|\varphi\|^2$.

Without a floor, a discarded state could carry much weight and little kinetic energy, and a small $\tau$ would say nothing about $w$.

```lean
/-- Residual kinetic energy bounds the basis-set error: if every state discarded by `P` has kinetic
energy at least `K` per unit squared norm, and the discarded part of the ground state has kinetic
energy `τ < K`, then the lowest energy in the truncated basis lies above `E` by at most
`τ (K + ‖V‖ + |E|) / (K - τ)`. It never lies below `E`. Here `T + V` is symmetric, `V` is bounded,
`P` is an orthogonal projector, `E` is the energy of the normalised ground state, the lowest energy
in the truncated basis is assumed to be attained, and the kinetic energy of `x` means `Re ⟨x, T x⟩`.
-/
theorem basis_energy_error {T P : S →ₗ[ℂ] S} {V : S →L[ℂ] S}
    (hH : (hamiltonian T V).IsSymmetric) (hP : IsProjector P) {ψ φ : S} {E K : ℝ}
    (hg : IsGroundState (hamiltonian T V) ψ E)
    (hφ : IsBasisGroundState (hamiltonian T V) P φ)
    (hK : ∀ x, P x = 0 → K * ‖x‖ ^ 2 ≤ expect T x) (hτ : expect T (ψ - P ψ) < K) :
    E ≤ rayleigh (hamiltonian T V) φ ∧
    rayleigh (hamiltonian T V) φ - E ≤
      expect T (ψ - P ψ) * (K + ‖V‖ + |E|) / (K - expect T (ψ - P ψ)) := by
  constructor
  · have h0 : 0 < ‖φ‖ ^ 2 := pow_pos (norm_pos_iff.2 hφ.ne_zero) 2
    exact (le_div_iff₀ h0).2 (hg.lowest φ)
  have hn := norm_sq_projection hP ψ
  rw [hg.unit, one_pow] at hn
  have hw := hK (ψ - P ψ) (by rw [map_sub, hP.idem, sub_self])
  have h1 : 0 ≤ 1 - ‖ψ - P ψ‖ ^ 2 := by rw [← hn]; positivity
  -- the cutoff is positive and the discarded weight is below one
  have hKpos : 0 < K := by
    by_contra h
    nlinarith [mul_nonneg (neg_nonneg.2 (not_lt.1 h)) h1]
  have h2 : 0 < 1 - ‖ψ - P ψ‖ ^ 2 := by
    by_contra h
    nlinarith [mul_nonneg hKpos.le (neg_nonneg.2 (not_lt.1 h))]
  have hq : ‖ψ - P ψ‖ < 1 := by nlinarith [norm_nonneg (ψ - P ψ)]
  have hne : P ψ ≠ 0 := by
    intro h
    rw [← hn, h, norm_zero] at h2
    norm_num at h2
  -- variational principle in the truncated basis
  have hvar := hφ.minimal (P ψ) hne (hP.idem ψ)
  have hb := (cutoff_error_bound hH hP hg hq).2
  refine (sub_le_sub_right hvar E).trans (hb.trans ?_)
  have hτ0 : 0 ≤ expect T (ψ - P ψ) := le_trans (by positivity) hw
  have hc : 0 ≤ ‖V‖ + |E| := by positivity
  rw [div_le_div_iff₀ h2 (sub_pos.2 hτ)]
  nlinarith [mul_nonneg (sub_nonneg.2 hw) (add_nonneg hτ0 hc)]
```

## Two levels with all the hypotheses satisfied

Take kinetic energies 0 and 7, coupling $-12$, and keep the first level. Then $\psi=(4/5,3/5)$, $E=-9$, $q=(0,3/5)$, $w=0.36$ and $\tau=2.52$. The kept level has energy 0, so the excess is 9, and the formula agrees:

$$\frac{2.52+9\cdot0.36}{0.64}=9.$$

With $\|V\|=12$ and $K=7$, both upper bounds equal $15.75$.

The code checks the hypotheses for this system; positivity of $H+9$ comes from the squares of $3x_0-4x_1$, taken in real and imaginary parts.

```lean
/-- The operator of a two-level system with a given matrix. -/
def op (A : Matrix (Fin 2) (Fin 2) ℂ) :
    EuclideanSpace ℂ (Fin 2) →ₗ[ℂ] EuclideanSpace ℂ (Fin 2) where
  toFun x := WithLp.toLp 2 (A *ᵥ x.ofLp)
  map_add' x y := by
    ext i
    fin_cases i <;> simp [Matrix.mulVec, dotProduct, Fin.sum_univ_two] <;> ring
  map_smul' c x := by
    ext i
    fin_cases i <;> simp [Matrix.mulVec, dotProduct, Fin.sum_univ_two] <;> ring

/-- The real part of the inner product of two-level states, in components. -/
lemma inner_re_two (x y : EuclideanSpace ℂ (Fin 2)) :
    (inner ℂ x y).re = (x 0).re * (y 0).re + (x 0).im * (y 0).im
      + (x 1).re * (y 1).re + (x 1).im * (y 1).im := by
  simp only [PiLp.inner_apply, Fin.sum_univ_two, RCLike.inner_apply, Complex.add_re,
    Complex.mul_re, Complex.conj_re, Complex.conj_im]
  ring

/-- A two-level system with kinetic energies 0 and 7 and coupling -12, truncated to its first
level, meets all hypotheses of `basis_energy_error` with `E = -9` and `K = 7`. -/
theorem basis_energy_error_witness :
    let T := op !![0, 0; 0, 7]
    let V := LinearMap.toContinuousLinearMap (op !![0, -12; -12, 0])
    let P := op !![1, 0; 0, 0]
    let ψ : EuclideanSpace ℂ (Fin 2) := !₂[4 / 5, 3 / 5]
    (hamiltonian T V).IsSymmetric ∧ IsProjector P ∧
    IsGroundState (hamiltonian T V) ψ (-9) ∧
    IsBasisGroundState (hamiltonian T V) P !₂[1, 0] ∧
    (∀ x, P x = 0 → 7 * ‖x‖ ^ 2 ≤ expect T x) ∧ expect T (ψ - P ψ) < 7 := by
  intro T V P ψ
  -- the three operators in components
  have hT : ∀ x, T x = !₂[0, 7 * x 1] := by
    intro x
    ext i
    fin_cases i <;> simp [T, op, dotProduct, Fin.sum_univ_two]
  have hH : ∀ x, hamiltonian T V x = !₂[-12 * x 1, -12 * x 0 + 7 * x 1] := by
    intro x
    ext i
    fin_cases i <;> simp [hamiltonian, T, V, op, dotProduct, Fin.sum_univ_two]
    ring
  have hP : ∀ x, P x = !₂[x 0, 0] := by
    intro x
    ext i
    fin_cases i <;> simp [P, op, dotProduct, Fin.sum_univ_two]
  refine ⟨?_, ⟨?_, ?_⟩, ⟨?_, ?_, ?_⟩, ⟨?_, ?_, ?_⟩, ?_, ?_⟩
  · intro x y
    have h12 : (starRingEnd ℂ) 12 = 12 := Complex.ext (by simp) (by simp)
    have h7 : (starRingEnd ℂ) 7 = 7 := Complex.ext (by simp) (by simp)
    rw [hH, hH]
    simp [PiLp.inner_apply, Fin.sum_univ_two]
    rw [h12, h7]
    ring
  · intro x
    simp [hP]
  · intro x y
    rw [hP, hP]
    simp [PiLp.inner_apply, Fin.sum_univ_two]
  · have h : ‖ψ‖ ^ 2 = 1 := by
      rw [norm_sq_eq, inner_re_two]
      norm_num [ψ]
    exact (pow_eq_one_iff_of_nonneg (norm_nonneg _) two_ne_zero).1 h
  · rw [hH]
    ext i
    fin_cases i <;> norm_num [ψ]
  · -- the energy above -9 is a sum of squares
    intro x
    rw [expect, hH, norm_sq_eq, inner_re_two, inner_re_two]
    simp
    nlinarith [sq_nonneg (3 * (x 0).re - 4 * (x 1).re),
      sq_nonneg (3 * (x 0).im - 4 * (x 1).im)]
  · intro h
    have h0 := congrArg (fun y : EuclideanSpace ℂ (Fin 2) => y 0) h
    simp at h0
  · rw [hP]
    simp
  · have hz : ∀ y, P y = y → expect (hamiltonian T V) y = 0 := by
      intro y hy
      have h1 : y 1 = 0 := by
        have h := congrArg (fun z : EuclideanSpace ℂ (Fin 2) => z 1) hy
        simpa [hP] using h.symm
      rw [expect, hH, inner_re_two, h1]
      simp
    intro x _ hx
    rw [rayleigh, rayleigh, hz x hx, hz _ (by rw [hP]; simp)]
    simp
  · intro x hx
    have h0 : x 0 = 0 := by
      have h := congrArg (fun z : EuclideanSpace ℂ (Fin 2) => z 0) hx
      simpa [hP] using h
    rw [expect, hT, norm_sq_eq, inner_re_two, inner_re_two, h0]
    simp
    nlinarith
  · rw [expect, hT, inner_re_two, hP]
    norm_num [ψ]

end

end KineticCutoffError
```

```lean
#print axioms KineticCutoffError.basis_energy_error
```

```
'KineticCutoffError.basis_energy_error' depends on axioms: [propext, Classical.choice, Quot.sound]
```
